# McWeeny purification of a Hermitian matrix converges to the spectral projector above 1/2 if its eigenvalues lie strictly between (1−√3)/2 and (1+√3)/2 and none is 1/2

In Hartree-Fock theory the one-particle density matrix, written in an orthonormal spin-orbital basis, is a projector: each eigenvalue is an occupation, 0 or 1. Truncation or extrapolation can spoil this, and some occupations may even fall below 0 or rise above 1. McWeeny purification replaces $D$ by $3D^2-2D^3$ repeatedly. How far may the occupations stray before this repair fails?

## From one occupation to the whole matrix

Let $f(x)=3x^2-2x^3$, let $f^k$ be its $k$-fold iterate, and let $a=(1-\sqrt3)/2\approx-0.366$ and $b=(1+\sqrt3)/2\approx1.366$. The claim is that if a Hermitian $D$ has all its eigenvalues in $(a,b)$ and none equal to $1/2$, then $f^k(D)$ converges to the projector $P$ onto the eigenvectors with eigenvalue above $1/2$.

Take first $0\le y<1/2$ and put $q=y(3-2y)$. Since $1-q=(1-y)(1-2y)>0$, we have $0\le q<1$, and $f(y)=qy\le y$. The factor $t(3-2t)$ increases on $[0,1/2]$, so it never exceeds $q$ along the decreasing iterates. Hence $0\le f^k(y)\le q^k y\to0$.

Now take $a<x<1/2$. Then $f(x)=x^2(3-2x)\ge0$, and

$$\tfrac12-f(x)=\tfrac12(1-2x)(1+2x-2x^2)=(1-2x)(x-a)(b-x)>0.$$

One step therefore lands in $[0,1/2)$, and the iterates tend to 0. For $1/2<x<b$, the particle-hole symmetry $f(1-x)=1-f(x)$ gives the limit 1, because $1-x$ lies in $(a,1/2)$.

Finally, write $D=U\,\mathrm{diag}(\lambda_i)\,U^\dagger$ with $U$ unitary. Since $U^\dagger U=1$, powers act on the eigenvalues alone, so $f^k(D)=U\,\mathrm{diag}(f^k(\lambda_i))\,U^\dagger$. Each diagonal entry tends to 0 or 1, and the matrix tends to $P$.

The same factorisation shows what happens at the edges: $f(a)=f(b)=1/2$, a fixed point. If $b<x\le3/2$, then $0\le f(x)<1/2$, so an occupation above $1/2$ is driven to 0.

## Scalar purification in Lean

```lean
import Mathlib

open Matrix Filter
open scoped Topology

namespace McWeenyWindow

noncomputable section
```

The step is defined for any ring, so one definition serves numbers and matrices. The notation `mcWeeny^[k]` means $k$ applications, not a power.

```lean
/-- One McWeeny purification step, `3x² - 2x³`, for a number or a matrix. -/
def mcWeeny {R : Type*} [Ring R] (x : R) : R := 3 * x ^ 2 - 2 * x ^ 3
```

The target occupation is a step function.

```lean
/-- The step occupation: one above `1/2`, zero otherwise. -/
def occupation (x : ℝ) : ℝ := if 1 / 2 < x then 1 else 0
```

The geometric bound is proved by induction on $k$; `hfac` is the monotonicity of $t(3-2t)$.

```lean
/-- An occupation in `[0, 1/2)` decays at least geometrically under purification. -/
theorem iterate_bound {x : ℝ} (h0 : 0 ≤ x) (h1 : x < 1 / 2) (k : ℕ) :
    0 ≤ mcWeeny^[k] x ∧ mcWeeny^[k] x ≤ (x * (3 - 2 * x)) ^ k * x := by
  have hq0 : 0 ≤ x * (3 - 2 * x) := mul_nonneg h0 (by linarith)
  have hq1 : x * (3 - 2 * x) ≤ 1 := by nlinarith
  induction k with
  | zero => simp [h0]
  | succ k ih =>
    rw [Function.iterate_succ_apply']
    obtain ⟨hy0, hy⟩ := ih
    generalize mcWeeny^[k] x = y at hy0 hy ⊢
    have hyx : y ≤ x := by
      have := mul_le_mul_of_nonneg_right (pow_le_one₀ (n := k) hq0 hq1) h0
      linarith
    have hf : mcWeeny y = y * (y * (3 - 2 * y)) := by simp only [mcWeeny]; ring
    -- the contraction factor is largest at the starting point
    have hfac : y * (3 - 2 * y) ≤ x * (3 - 2 * x) := by
      nlinarith [mul_nonneg (sub_nonneg.2 hyx) (by linarith : 0 ≤ 3 - 2 * (x + y))]
    rw [hf]
    refine ⟨mul_nonneg hy0 (mul_nonneg hy0 (by linarith)), ?_⟩
    calc y * (y * (3 - 2 * y)) ≤ y * (x * (3 - 2 * x)) :=
          mul_le_mul_of_nonneg_left hfac hy0
      _ ≤ ((x * (3 - 2 * x)) ^ k * x) * (x * (3 - 2 * x)) :=
          mul_le_mul_of_nonneg_right hy hq0
      _ = (x * (3 - 2 * x)) ^ (k + 1) * x := by ring
```

Next, the sequence is shifted by one step and squeezed between 0 and $q^k y$, with $y=f(x)$.

```lean
/-- If one step brings an occupation into `[0, 1/2)`, its iterates tend to zero. -/
theorem tendsto_zero_of_step {x : ℝ} (h0 : 0 ≤ mcWeeny x) (h1 : mcWeeny x < 1 / 2) :
    Tendsto (fun k => mcWeeny^[k] x) atTop (𝓝 0) := by
  refine (tendsto_add_atTop_iff_nat 1).1 ?_
  simp only [Function.iterate_succ_apply]
  generalize mcWeeny x = y at h0 h1 ⊢
  have hq := (tendsto_pow_atTop_nhds_zero_of_lt_one
    (mul_nonneg h0 (by linarith : 0 ≤ 3 - 2 * y)) (by nlinarith)).mul_const y
  rw [zero_mul] at hq
  exact squeeze_zero (fun k => (iterate_bound h0 h1 k).1)
    (fun k => (iterate_bound h0 h1 k).2) hq
```

In the following proof, `low` treats the lower half of the window using the factorisation above, and `sym` carries particle-hole symmetry through all iterates.

```lean
/-- Within the window, every occupation other than `1/2` is purified to its step value. -/
theorem tendsto_occupation {x : ℝ} (hx : x ∈ Set.Ioo ((1 - √3) / 2) ((1 + √3) / 2))
    (hne : x ≠ 1 / 2) : Tendsto (fun k => mcWeeny^[k] x) atTop (𝓝 (occupation x)) := by
  have hs : √3 ^ 2 = (3 : ℝ) := Real.sq_sqrt (by norm_num)
  have hs2 : √3 < (2 : ℝ) := by nlinarith [Real.sqrt_nonneg 3]
  have low : ∀ y : ℝ, (1 - √3) / 2 < y → y < 1 / 2 →
      Tendsto (fun k => mcWeeny^[k] y) atTop (𝓝 0) := by
    intro y hy hy2
    have hb : 0 < (1 + √3) / 2 - y := by linarith [Real.sqrt_nonneg 3]
    have hq : 0 < 1 + 2 * y - 2 * y ^ 2 := by nlinarith [mul_pos (sub_pos.2 hy) hb]
    apply tendsto_zero_of_step
    · simp only [mcWeeny]
      nlinarith [mul_nonneg (sq_nonneg y) (by linarith : 0 ≤ 3 - 2 * y)]
    · simp only [mcWeeny]
      nlinarith [mul_pos (by linarith : 0 < 1 - 2 * y) hq]
  rcases lt_or_gt_of_ne hne with h | h
  · rw [occupation, if_neg (not_lt_of_ge h.le)]
    exact low x hx.1 h
  · -- particle-hole symmetry carries the lower half to the upper half
    have sym : ∀ k, mcWeeny^[k] x = 1 - mcWeeny^[k] (1 - x) := by
      intro k
      induction k with
      | zero => simp
      | succ k ih =>
        rw [Function.iterate_succ_apply', Function.iterate_succ_apply', ih]
        simp only [mcWeeny]
        ring
    have hl := (low (1 - x) (by linarith [hx.2]) (by linarith)).const_sub 1
    rw [occupation, if_pos h]
    simpa only [sym, sub_zero] using hl
```

The edge values follow from $(\sqrt3)^2=3$.

```lean
/-- Both edges of the window are sent to `1/2`, which is a fixed point of purification. -/
theorem window_edges : mcWeeny ((1 + √3) / 2) = (1 / 2 : ℝ) ∧
    mcWeeny ((1 - √3) / 2) = (1 / 2 : ℝ) ∧ mcWeeny (1 / 2 : ℝ) = 1 / 2 := by
  have hs : √3 ^ 2 = (3 : ℝ) := Real.sq_sqrt (by norm_num)
  simp only [mcWeeny]
  refine ⟨?_, ?_, by norm_num⟩
  · linear_combination (-√3 / 4) * hs
  · linear_combination (√3 / 4) * hs
```

## Purification in a fixed eigenbasis

The type `n` labels a finite orthonormal basis, and `hD.eigenvalues i` is $\lambda_i$. Mathlib chooses an orthonormal eigenbasis of $D$, the columns of $U$. The matrix `inEigenbasis hD s` is diagonal in that basis, with eigenvalues $s_i$.

```lean
variable {n : Type*} [Fintype n] [DecidableEq n] {D : Matrix n n ℂ}

/-- The matrix that is diagonal in the chosen orthonormal eigenbasis of `D`, with prescribed real
eigenvalues `s`. -/
def inEigenbasis (hD : D.IsHermitian) (s : n → ℝ) : Matrix n n ℂ :=
  (hD.eigenvectorUnitary : Matrix n n ℂ) * diagonal (fun i => (s i : ℂ)) *
    star (hD.eigenvectorUnitary : Matrix n n ℂ)
```

Inserting step occupations gives $P$.

```lean
/-- The spectral projector of `D` on its eigenvalues above `1/2`. -/
def occupiedProjector (hD : D.IsHermitian) : Matrix n n ℂ :=
  inEigenbasis hD (fun i => occupation (hD.eigenvalues i))
```

Three lemmas supply $U^\dagger U=1$, the spectral theorem, and the rule that products multiply eigenvalues.

```lean
lemma star_mul_eigen (hD : D.IsHermitian) :
    star (hD.eigenvectorUnitary : Matrix n n ℂ) * (hD.eigenvectorUnitary : Matrix n n ℂ) = 1 :=
  Matrix.mem_unitaryGroup_iff'.1 hD.eigenvectorUnitary.2

lemma inEigenbasis_eigenvalues (hD : D.IsHermitian) :
    inEigenbasis hD hD.eigenvalues = D := by
  have h := hD.spectral_theorem
  rw [Unitary.conjStarAlgAut_apply] at h
  exact h.symm

lemma inEigenbasis_mul (hD : D.IsHermitian) (s t : n → ℝ) :
    inEigenbasis hD s * inEigenbasis hD t = inEigenbasis hD (fun i => s i * t i) := by
  have h := star_mul_eigen hD
  unfold inEigenbasis
  generalize (hD.eigenvectorUnitary : Matrix n n ℂ) = U at h ⊢
  calc _ = U * diagonal (fun i => (s i : ℂ)) * (star U * U) *
        diagonal (fun i => (t i : ℂ)) * star U := by simp only [Matrix.mul_assoc]
    _ = _ := by
      rw [h, Matrix.mul_one, Matrix.mul_assoc U, diagonal_mul_diagonal]
      simp only [Complex.ofReal_mul]
```

Induction then reduces matrix iteration to scalar iteration, with the same $U$ at every step.

```lean
/-- Purifying `D` repeatedly purifies each eigenvalue and keeps the eigenvectors. -/
theorem iterate_eq (hD : D.IsHermitian) (k : ℕ) :
    mcWeeny^[k] D = inEigenbasis hD (fun i => mcWeeny^[k] (hD.eigenvalues i)) := by
  induction k with
  | zero => exact (inEigenbasis_eigenvalues hD).symm
  | succ k ih =>
    rw [Function.iterate_succ_apply', ih]
    simp only [Function.iterate_succ_apply']

    simp only [mcWeeny, pow_succ, pow_zero, one_mul, inEigenbasis_mul]
    unfold inEigenbasis
    generalize (hD.eigenvectorUnitary : Matrix n n ℂ) = U
    have e : ∀ A B : Matrix n n ℂ, 3 * (U * A * star U) - 2 * (U * B * star U) =
        U * (A + A + A - (B + B)) * star U := by intro A B; noncomm_ring
    rw [e, diagonal_add, diagonal_add, diagonal_add, diagonal_sub]
    congr 3
    funext i
    push_cast
    ring
```

Two theorems confirm that $P$ deserves its name. It is Hermitian and idempotent:

```lean
/-- The occupied projector is Hermitian and idempotent. -/
theorem occupiedProjector_isProjector (hD : D.IsHermitian) :
    (occupiedProjector hD).IsHermitian ∧
      occupiedProjector hD * occupiedProjector hD = occupiedProjector hD := by
  constructor
  · have hd : (diagonal (fun i => (occupation (hD.eigenvalues i) : ℂ)))ᴴ =
        diagonal (fun i => (occupation (hD.eigenvalues i) : ℂ)) := by
      rw [diagonal_conjTranspose]
      congr 1
      funext i
      simp
    simp only [Matrix.IsHermitian, occupiedProjector, inEigenbasis, star_eq_conjTranspose,
      conjTranspose_mul, conjTranspose_conjTranspose, hd, Matrix.mul_assoc]
  · rw [occupiedProjector, inEigenbasis_mul]
    congr 1
    funext i
    unfold occupation
    split_ifs <;> norm_num
```

It also acts correctly on every eigenvector of $D$, including arbitrary combinations within a degenerate eigenspace, since only components with $\lambda_i=\mu$ survive in the eigenbasis.

```lean
/-- The projector keeps every eigenvector of `D` with eigenvalue above `1/2` and
annihilates every other eigenvector. -/
theorem occupiedProjector_mulVec (hD : D.IsHermitian) {μ : ℝ} {v : n → ℂ}
    (hv : D *ᵥ v = (μ : ℂ) • v) :
    occupiedProjector hD *ᵥ v = (occupation μ : ℂ) • v := by
  have h := star_mul_eigen hD
  have hE := inEigenbasis_eigenvalues hD
  unfold occupiedProjector
  unfold inEigenbasis at hE ⊢
  generalize (hD.eigenvectorUnitary : Matrix n n ℂ) = U at h hE ⊢
  have hWD : star U * D = diagonal (fun i => (hD.eigenvalues i : ℂ)) * star U := by
    calc star U * D = star U * (U * diagonal (fun i => (hD.eigenvalues i : ℂ)) * star U) :=
          congrArg (fun M => star U * M) hE.symm
      _ = (star U * U) * diagonal (fun i => (hD.eigenvalues i : ℂ)) * star U := by
          simp only [Matrix.mul_assoc]
      _ = _ := by rw [h, Matrix.one_mul]
  have hw : diagonal (fun i => (hD.eigenvalues i : ℂ)) *ᵥ (star U *ᵥ v) =
      (μ : ℂ) • (star U *ᵥ v) := by
    rw [mulVec_mulVec, ← hWD, ← mulVec_mulVec, hv, mulVec_smul]
  -- only components with eigenvalue μ survive in the eigenbasis
  have hS : diagonal (fun i => (occupation (hD.eigenvalues i) : ℂ)) *ᵥ (star U *ᵥ v) =
      (occupation μ : ℂ) • (star U *ᵥ v) := by
    funext i
    have hi := congrFun hw i
    simp only [mulVec_diagonal, Pi.smul_apply, smul_eq_mul] at hi ⊢
    by_cases h0 : (star U *ᵥ v) i = 0
    · rw [h0, mul_zero, mul_zero]
    · have hμ : hD.eigenvalues i = μ := by exact_mod_cast mul_right_cancel₀ h0 hi
      rw [hμ]
  rw [← mulVec_mulVec, ← mulVec_mulVec, hS, mulVec_smul, mulVec_mulVec,
    mul_eq_one_comm.1 h, one_mulVec]
```

## Convergence, and failure just above the window

The hypothesis `hwin` bounds the occupations; `hgap` excludes the fixed point $1/2$.

The proof turns on treating `inEigenbasis hD` as a continuous function from lists of eigenvalues to matrices. `tendsto_pi_nhds` says that such a list converges when each component does, and composition with the continuous function gives the matrix limit. No matrix norm is needed, but no matrix error bound results.

```lean
/-- If all eigenvalues of a Hermitian `D` lie in `((1-√3)/2, (1+√3)/2)` and none is `1/2`,
the McWeeny iterates converge to the spectral projector on eigenvalues above `1/2`. -/
theorem mcWeeny_tendsto_projector (hD : D.IsHermitian)
    (hwin : ∀ i, hD.eigenvalues i ∈ Set.Ioo ((1 - √3) / 2) ((1 + √3) / 2))
    (hgap : ∀ i, hD.eigenvalues i ≠ 1 / 2) :
    Tendsto (fun k => mcWeeny^[k] D) atTop (𝓝 (occupiedProjector hD)) := by
  have hc : Continuous (inEigenbasis hD) := by
    unfold inEigenbasis
    fun_prop
  simp only [iterate_eq hD]
  exact (hc.tendsto _).comp
    (tendsto_pi_nhds.2 fun i => tendsto_occupation (hwin i) (hgap i))
```

For the failure when an eigenvalue lies in $(b,3/2]$, the function `g` reads off that eigenvalue, the $i$-th. Convergence to $P$ would force its limit to be 1, whereas it is 0. A single such eigenvalue suffices, whatever the others are. Beyond $3/2$ the outcome can differ: 1.58 is sent to about $-0.40$, then to about 0.61, and its iterates tend to 1.

```lean
/-- If some eigenvalue lies in `((1+√3)/2, 3/2]`, the McWeeny iterates do not converge to
the spectral projector on eigenvalues above `1/2`. -/
theorem not_tendsto_of_overshoot (hD : D.IsHermitian) (i : n)
    (hi : hD.eigenvalues i ∈ Set.Ioc ((1 + √3) / 2) (3 / 2)) :
    ¬ Tendsto (fun k => mcWeeny^[k] D) atTop (𝓝 (occupiedProjector hD)) := by
  intro hlim
  have h := star_mul_eigen hD
  -- read off the i-th eigenvalue in the eigenbasis
  let g : Matrix n n ℂ → ℂ := fun M =>
    (star (hD.eigenvectorUnitary : Matrix n n ℂ) * M *
      (hD.eigenvectorUnitary : Matrix n n ℂ)) i i
  have hg : Continuous g := by
    have hm : Continuous fun M : Matrix n n ℂ =>
        star (hD.eigenvectorUnitary : Matrix n n ℂ) * M *
          (hD.eigenvectorUnitary : Matrix n n ℂ) := by fun_prop
    exact hm.matrix_elem i i
  have hgs : ∀ s : n → ℝ, g (inEigenbasis hD s) = (s i : ℂ) := by
    intro s
    simp only [g, inEigenbasis]
    generalize (hD.eigenvectorUnitary : Matrix n n ℂ) = U at h ⊢
    have e : star U * (U * diagonal (fun j => (s j : ℂ)) * star U) * U =
        (star U * U) * diagonal (fun j => (s j : ℂ)) * (star U * U) := by
      simp only [Matrix.mul_assoc]
    rw [e, h, Matrix.one_mul, Matrix.mul_one, diagonal_apply_eq]
  have h1 := (hg.tendsto _).comp hlim
  simp only [Function.comp_def, iterate_eq hD, occupiedProjector, hgs] at h1
  have h1' := (Complex.continuous_re.tendsto _).comp h1
  simp only [Function.comp_def, Complex.ofReal_re] at h1'
  have hs : √3 ^ 2 = (3 : ℝ) := Real.sq_sqrt (by norm_num)
  have hs0 : 0 < √3 := Real.sqrt_pos.2 (by norm_num)
  have hx : 1 / 2 < hD.eigenvalues i := by linarith [hi.1]
  have h0 : Tendsto (fun k => mcWeeny^[k] (hD.eigenvalues i)) atTop (𝓝 0) := by
    obtain ⟨ha, hb⟩ := hi
    generalize hD.eigenvalues i = x at ha hb hx ⊢
    have hq : 0 < 2 * x ^ 2 - 2 * x - 1 := by
      nlinarith [mul_pos (sub_pos.2 ha) (by linarith : 0 < x - (1 - √3) / 2)]
    apply tendsto_zero_of_step
    · simp only [mcWeeny]
      nlinarith [mul_nonneg (sq_nonneg x) (by linarith : 0 ≤ 3 - 2 * x)]
    · simp only [mcWeeny]
      nlinarith [mul_pos (by linarith : 0 < 2 * x - 1) hq]
  have hcontra := tendsto_nhds_unique h1' h0
  rw [occupation, if_pos hx] at hcontra
  exact one_ne_zero hcontra

end

end McWeenyWindow
```

```lean
#print axioms McWeenyWindow.occupiedProjector_isProjector
-- 'McWeenyWindow.occupiedProjector_isProjector' depends on axioms: [propext, Classical.choice, Quot.sound]
#print axioms McWeenyWindow.occupiedProjector_mulVec
-- 'McWeenyWindow.occupiedProjector_mulVec' depends on axioms: [propext, Classical.choice, Quot.sound]
#print axioms McWeenyWindow.mcWeeny_tendsto_projector
-- 'McWeenyWindow.mcWeeny_tendsto_projector' depends on axioms: [propext, Classical.choice, Quot.sound]
#print axioms McWeenyWindow.not_tendsto_of_overshoot
-- 'McWeenyWindow.not_tendsto_of_overshoot' depends on axioms: [propext, Classical.choice, Quot.sound]
```

For density-matrix electronic-structure methods, this gives a safe range of starting occupations, with the value 1/2 itself excluded, in exact arithmetic and a finite orthonormal basis. The electron number is not prescribed: the rank of $P$ is the number of eigenvalues of $D$ above $1/2$. Nor need $P$ be a self-consistent Hartree-Fock solution, since no Fock matrix enters.
